# Mixing domains never lowers the mean Shannon entropy, and raises it by at most the entropy of the weights

Each domain of the alloy is represented by its composition and its weight alone, so the entropy is that of the species found on one randomly chosen site, and the arrangement of atoms within a domain does not enter. Compositions and weights are then points of a probability simplex.

```lean
import Mathlib

open Finset

namespace DomainMixingEntropy

noncomputable section

variable {ι α : Type*} [Fintype ι] [Fintype α]

/-- Shannon entropy of a composition `p`, in units of the Boltzmann constant. -/
def entropy (p : ι → ℝ) : ℝ := ∑ i, Real.negMulLog (p i)

/-- Average composition of domains with compositions `p a` and weights `w a`. -/
def mixture (w : α → ℝ) (p : α → ι → ℝ) : ι → ℝ := fun i => ∑ a, w a * p a i

/-- The average composition of the domains is again a probability vector. -/
theorem mixture_mem {w : α → ℝ} {p : α → ι → ℝ} (hw : w ∈ stdSimplex ℝ α)
    (hp : ∀ a, p a ∈ stdSimplex ℝ ι) : mixture w p ∈ stdSimplex ℝ ι := by
  have hs : ∀ a, ∑ i, p a i = 1 := fun a => (hp a).2
  refine ⟨fun i => sum_nonneg fun a _ => mul_nonneg (hw.1 a) ((hp a).1 i), ?_⟩
  simp only [mixture]
  rw [sum_comm]
  simp only [← mul_sum, hs, mul_one]
  exact hw.2

/-- The joint entropy of domain label and species is the entropy of the weights plus
the weighted mean of the domain entropies. -/
theorem joint_entropy (w : α → ℝ) {p : α → ι → ℝ} (hp : ∀ a, p a ∈ stdSimplex ℝ ι) :
    ∑ i, ∑ a, Real.negMulLog (w a * p a i) = entropy w + ∑ a, w a * entropy (p a) := by
  have h : ∀ a, ∑ i, Real.negMulLog (w a * p a i)
      = Real.negMulLog (w a) + w a * entropy (p a) := by
    intro a
    have hs : ∑ i, p a i = 1 := (hp a).2
    simp only [Real.negMulLog_mul, sum_add_distrib, ← sum_mul, ← mul_sum, hs, one_mul,
      entropy]
  rw [sum_comm, sum_congr rfl (fun a _ => h a), sum_add_distrib]
  rfl

/-- The joint entropy exceeds the entropy of the mixture by the mean uncertainty about
the domain label that remains once the species is known. -/
theorem entropy_gap (w : α → ℝ) {p : α → ι → ℝ} (hp : ∀ a, p a ∈ stdSimplex ℝ ι) :
    entropy w + ∑ a, w a * entropy (p a) - entropy (mixture w p)
      = ∑ i, ∑ a, w a * p a i * (Real.log (mixture w p i) - Real.log (w a * p a i)) := by
  rw [← joint_entropy w hp, entropy, ← sum_sub_distrib]
  refine sum_congr rfl fun i _ => ?_
  have hM : ∑ a, w a * p a i = mixture w p i := rfl
  simp only [Real.negMulLog, mul_sub, sum_sub_distrib, ← sum_mul, hM, neg_mul,
    sum_neg_distrib]
  ring

/-- A part `x` of a total `X` contributes a nonnegative amount `x (ln X - ln x)`, which
vanishes exactly when the part is empty or is the whole. -/
theorem gap_term {x X : ℝ} (hx : 0 ≤ x) (hX : x ≤ X) :
    0 ≤ x * (Real.log X - Real.log x) ∧
      (x * (Real.log X - Real.log x) = 0 ↔ x = 0 ∨ x = X) := by
  by_cases h0 : x = 0
  · simp [h0]
  have hpos : 0 < x := lt_of_le_of_ne hx (Ne.symm h0)
  refine ⟨mul_nonneg hx (sub_nonneg.2 (Real.log_le_log hpos hX)), fun h => ?_, ?_⟩
  · have hl := (mul_eq_zero.1 h).resolve_left h0
    exact Or.inr (Real.log_injOn_pos hpos (lt_of_lt_of_le hpos hX) (by linarith))
  · intro h
    rw [← h.resolve_left h0, sub_self, mul_zero]

/-- The amount of a species held by one domain is at most its amount in the mixture. -/
theorem le_mixture {w : α → ℝ} {p : α → ι → ℝ} (hw : w ∈ stdSimplex ℝ α)
    (hp : ∀ a, p a ∈ stdSimplex ℝ ι) (a : α) (i : ι) : w a * p a i ≤ mixture w p i :=
  single_le_sum (f := fun b => w b * p b i)
    (fun b _ => mul_nonneg (hw.1 b) ((hp b).1 i)) (mem_univ a)

/-- For each species, the weighted mean of the domain contributions to the entropy is at
most the contribution of that species in the mixture. -/
theorem species_bound {w : α → ℝ} {p : α → ι → ℝ} (hw : w ∈ stdSimplex ℝ α)
    (hp : ∀ a, p a ∈ stdSimplex ℝ ι) (i : ι) :
    ∑ a, w a * Real.negMulLog (p a i) ≤ Real.negMulLog (mixture w p i) := by
  have h := Real.concaveOn_negMulLog.le_map_sum (t := univ) (w := w)
    (p := fun a => p a i) (fun a _ => hw.1 a) hw.2 (fun a _ => (hp a).1 i)
  simp only [smul_eq_mul] at h
  exact h

/-- The entropy of a mixture of domains lies between the weighted mean of the domain
entropies and that mean plus the entropy of the weights. -/
theorem entropy_mixture_bounds {w : α → ℝ} {p : α → ι → ℝ} (hw : w ∈ stdSimplex ℝ α)
    (hp : ∀ a, p a ∈ stdSimplex ℝ ι) :
    ∑ a, w a * entropy (p a) ≤ entropy (mixture w p) ∧
      entropy (mixture w p) ≤ ∑ a, w a * entropy (p a) + entropy w := by
  constructor
  · -- concavity, species by species
    simp only [entropy, mul_sum]
    rw [sum_comm]
    exact sum_le_sum fun i _ => species_bound hw hp i
  · -- the remaining uncertainty about the domain is nonnegative
    have hg := entropy_gap w hp
    have hn : 0 ≤ ∑ i, ∑ a,
        w a * p a i * (Real.log (mixture w p i) - Real.log (w a * p a i)) :=
      sum_nonneg fun i _ => sum_nonneg fun a _ =>
        (gap_term (mul_nonneg (hw.1 a) ((hp a).1 i)) (le_mixture hw hp a i)).1
    linarith

/-- Mixing leaves the entropy at the weighted mean of the domain entropies exactly when
every domain of nonzero weight has the average composition. -/
theorem no_gain_iff {w : α → ℝ} {p : α → ι → ℝ} (hw : w ∈ stdSimplex ℝ α)
    (hp : ∀ a, p a ∈ stdSimplex ℝ ι) :
    ∑ a, w a * entropy (p a) = entropy (mixture w p) ↔
      ∀ a, w a ≠ 0 → p a = mixture w p := by
  have key : ∀ i, ∑ a, w a * Real.negMulLog (p a i) = Real.negMulLog (mixture w p i) ↔
      ∀ a, w a ≠ 0 → p a i = mixture w p i := by
    intro i
    have h := Real.strictConcaveOn_negMulLog.map_sum_eq_iff' (t := univ) (w := w)
      (p := fun a => p a i) (fun a _ => hw.1 a) hw.2 (fun a _ => (hp a).1 i)
    simp only [smul_eq_mul, mem_univ, forall_true_left] at h
    exact eq_comm.trans h
  simp only [entropy, mul_sum]
  rw [sum_comm, sum_eq_sum_iff_of_le (fun i _ => species_bound hw hp i)]
  exact ⟨fun h a ha => funext fun i => (key i).1 (h i (mem_univ i)) a ha,
    fun h i _ => (key i).2 fun a ha => congrFun (h a ha) i⟩

/-- The entropy gained on mixing equals the entropy of the weights exactly when no species
is shared by two different domains of nonzero weight. -/
theorem full_gain_iff {w : α → ℝ} {p : α → ι → ℝ} (hw : w ∈ stdSimplex ℝ α)
    (hp : ∀ a, p a ∈ stdSimplex ℝ ι) :
    entropy (mixture w p) = ∑ a, w a * entropy (p a) + entropy w ↔
      ∀ a b, a ≠ b → w a ≠ 0 → w b ≠ 0 → ∀ i, p a i = 0 ∨ p b i = 0 := by
  classical
  have hx : ∀ a i, 0 ≤ w a * p a i := fun a i => mul_nonneg (hw.1 a) ((hp a).1 i)
  have ht := fun a i => gap_term (hx a i) (le_mixture hw hp a i)
  have hg := entropy_gap w hp
  constructor
  · intro h a b hab ha hb i
    have h0 : ∑ i, ∑ a,
        w a * p a i * (Real.log (mixture w p i) - Real.log (w a * p a i)) = 0 := by
      linarith
    have h1 := (sum_eq_zero_iff_of_nonneg
      (fun i _ => sum_nonneg fun a _ => (ht a i).1)).1 h0 i (mem_univ i)
    have h2 := (sum_eq_zero_iff_of_nonneg (fun a _ => (ht a i).1)).1 h1
    by_contra hcon
    obtain ⟨hpa, hpb⟩ := not_or.1 hcon
    -- two domains cannot both hold all of species `i`
    have ea := ((ht a i).2.1 (h2 a (mem_univ a))).resolve_left (mul_ne_zero ha hpa)
    have eb := ((ht b i).2.1 (h2 b (mem_univ b))).resolve_left (mul_ne_zero hb hpb)
    have hle : ∑ c ∈ ({a, b} : Finset α), w c * p c i ≤ mixture w p i :=
      sum_le_sum_of_subset_of_nonneg (subset_univ _) (fun c _ _ => hx c i)
    rw [sum_pair hab] at hle
    have hpos := lt_of_le_of_ne (hx a i) (Ne.symm (mul_ne_zero ha hpa))
    linarith
  · intro h
    have h0 : ∑ i, ∑ a,
        w a * p a i * (Real.log (mixture w p i) - Real.log (w a * p a i)) = 0 := by
      refine sum_eq_zero fun i _ => sum_eq_zero fun a _ => (ht a i).2.2 ?_
      by_cases hz : w a * p a i = 0
      · exact Or.inl hz
      -- a domain that holds species `i` holds all of it
      obtain ⟨ha, hpa⟩ := mul_ne_zero_iff.1 hz
      refine Or.inr (Eq.symm (sum_eq_single a (fun b _ hba => ?_) (by simp)))
      by_cases hb : w b = 0
      · rw [hb, zero_mul]
      · rw [(h a b (Ne.symm hba) ha hb i).resolve_left hpa, mul_zero]
    linarith

/-- The Shannon entropy is strictly concave on the simplex of compositions. -/
theorem entropy_strictConcaveOn :
    StrictConcaveOn ℝ (stdSimplex ℝ ι) (entropy : (ι → ℝ) → ℝ) := by
  refine ⟨convex_stdSimplex ℝ ι, fun p hp q hq hne a b ha hb hab => ?_⟩
  obtain ⟨i, hi⟩ := Function.ne_iff.1 hne
  simp only [entropy, smul_eq_mul, mul_sum, ← sum_add_distrib]
  exact sum_lt_sum
    (fun j _ => Real.concaveOn_negMulLog.2 (hp.1 j) (hq.1 j) ha.le hb.le hab)
    ⟨i, mem_univ i, Real.strictConcaveOn_negMulLog.2 (hp.1 i) (hq.1 i) hi ha hb hab⟩

end

end DomainMixingEntropy
```

```lean
#print axioms DomainMixingEntropy.entropy_mixture_bounds
-- 'DomainMixingEntropy.entropy_mixture_bounds' depends on axioms: [propext, Classical.choice, Quot.sound]
#print axioms DomainMixingEntropy.no_gain_iff
-- 'DomainMixingEntropy.no_gain_iff' depends on axioms: [propext, Classical.choice, Quot.sound]
#print axioms DomainMixingEntropy.full_gain_iff
-- 'DomainMixingEntropy.full_gain_iff' depends on axioms: [propext, Classical.choice, Quot.sound]
#print axioms DomainMixingEntropy.entropy_strictConcaveOn
-- 'DomainMixingEntropy.entropy_strictConcaveOn' depends on axioms: [propext, Classical.choice, Quot.sound]
```

## Domains as probability vectors

The finite type `ι` labels the species and the finite type `α` labels the domains. Write $w_a$ for the fraction of sites in domain $a$, and $p_{ai}$, in Lean `p a i`, for the fraction of species $i$ in that domain. The hypotheses `hw` and `hp` say that $w$ and every $p_a$ have nonnegative entries that sum to 1.

Let $\eta(x)=-x\ln x$ with $\eta(0)=0$, which is Mathlib's `Real.negMulLog` for $x\ge 0$. The entropy in units of $k_B$ and the average composition are

$$S(p)=\sum_i \eta(p_i),\qquad m_i=\sum_a w_a p_{ai}.$$

These are `entropy` and `mixture`. The average is again a composition, as `mixture_mem` shows: its entries are nonnegative, and exchanging the two sums gives $\sum_i m_i=\sum_a w_a\sum_i p_{ai}=\sum_a w_a=1$.

The main theorem, `entropy_mixture_bounds`, states that

$$\sum_a w_a S(p_a)\;\le\; S(m)\;\le\;\sum_a w_a S(p_a)+S(w).$$

For a non-interacting alloy with randomly occupied sites, $S(p_a)$ is the configurational entropy per site of domain $a$ in the limit of many sites, and the theorem bounds what is gained when the domains are homogenised at fixed overall composition. Short-range order, interactions and correlations between sites are not covered.

## The upper bound: what the species reveals about the domain

Let $x_{ai}=w_a p_{ai}$ be the probability that a random site lies in domain $a$ and holds species $i$. The product rule $\eta(xy)=y\,\eta(x)+x\,\eta(y)$ gives, for each domain,

$$\sum_i\eta(w_a p_{ai})=\eta(w_a)\sum_i p_{ai}+w_a\sum_i\eta(p_{ai})=\eta(w_a)+w_aS(p_a).$$

Summing over $a$ shows that the joint entropy is $S(w)+\sum_a w_aS(p_a)$. This is `joint_entropy`, where `Real.negMulLog_mul` supplies the product rule.

Now subtract $S(m)$. Because $\sum_a x_{ai}=m_i$, the term $m_i\ln m_i$ can be distributed over the domains:

$$S(w)+\sum_a w_aS(p_a)-S(m)=\sum_i\Big(m_i\ln m_i-\sum_a x_{ai}\ln x_{ai}\Big)=\sum_i\sum_a x_{ai}\,(\ln m_i-\ln x_{ai}).$$

This is `entropy_gap`. The right-hand side is the mean uncertainty about the domain that remains once the species is known.

Each term is nonnegative. If $x_{ai}=0$ it vanishes. Otherwise $0<x_{ai}\le m_i$, since $x_{ai}$ is one of the nonnegative parts that add up to $m_i$, and the logarithm is increasing. The lemma `le_mixture` provides the inequality $x_{ai}\le m_i$, and `gap_term` provides the sign. The upper bound follows.

The lemma `gap_term` also says when a term vanishes: exactly when $x_{ai}=0$ or $x_{ai}=m_i$, because the logarithm is injective on positive numbers. This decides equality in the upper bound, which `full_gain_iff` characterises: the gain is the full $S(w)$ exactly when no species occurs in two different domains of nonzero weight.

- Suppose the gain is full. Then a sum of nonnegative terms is zero, so every term is zero. If distinct domains $a$ and $b$ of nonzero weight both contained species $i$, then $x_{ai}=m_i$ and $x_{bi}=m_i$ with $m_i>0$. But $x_{ai}+x_{bi}\le m_i$, which would give $2m_i\le m_i$. The final `linarith` of this direction finds that contradiction.
- Suppose no species is shared. Then a domain with $x_{ai}\neq0$ holds all of species $i$, so $x_{ai}=m_i$. Every term vanishes, and the gain is $S(w)$.

## The lower bound: concavity, one species at a time

For $x>0$ we have $\eta''(x)=-1/x<0$, and $\eta$ is continuous at 0, so $\eta$ is strictly concave on $[0,\infty)$. Jensen's inequality with the weights $w_a$ gives

$$\sum_a w_a\,\eta(p_{ai})\le\eta\Big(\sum_a w_a p_{ai}\Big)=\eta(m_i).$$

This is `species_bound`. Summing over $i$ and exchanging the sums gives the lower bound.

Two sums whose terms are ordered one by one are equal only if all the terms agree. Equality in the lower bound therefore requires equality in Jensen's inequality for every species. By strict concavity this happens exactly when $p_{ai}=m_i$ for every $a$ with $w_a\neq0$. The theorem `no_gain_iff` collects these conditions: mixing gains nothing exactly when every domain of nonzero weight already has the average composition.

The same idea proves `entropy_strictConcaveOn`. Take compositions $p\neq q$ and positive coefficients $s+t=1$. Concavity gives $s\,\eta(p_i)+t\,\eta(q_i)\le\eta(sp_i+tq_i)$ for every species, and the inequality is strict for at least one species in which $p$ and $q$ differ. The sum is therefore strict, which is the step made by `sum_lt_sum`:

$$s\,S(p)+t\,S(q)<S(sp+tq).$$

In a mean-field alloy model with this ideal entropy, the term $-TS$ is thus strictly convex in composition at any $T>0$, and a tendency to demix has to come from the energy.

## One domain, and two pure domains

With a single domain, $w_a=1$ and $S(w)=0$. The two bounds coincide, and $S(m)=S(p_a)$.

With two domains of equal weight, one pure A and the other pure B, both domain entropies are zero and no species is shared. The mixture has composition $(\tfrac12,\tfrac12)$ and entropy $\ln2=S(w)$, so the upper bound is reached.
